# The commutator series of the transcorrelated Hamiltonian ends at second order

**Q.** When I set up a transcorrelated calculation I write the wavefunction as Ψ = exp(t) Φ, with t a function of the electron positions, and I need the operator that acts on Φ. For a Hamiltonian H with a local potential, in atomic units, I write

exp(−t) H exp(t) = H + [H, t] + ½ [[H, t], t] = H − ∇t·∇ − ½ ∇²t − ½ (∇t)²,

with ∇ the gradient in all electronic coordinates, and go on to the integrals. I am told that this step has a formal proof for derivations of a commutative ring. I doubt that an algebraic statement captures it.

**A.** Do the derivation first and watch what it uses. Let Dᵢ be the partial derivative in coordinate i, let T = Σᵢ Dᵢ², and let M(t) be the operator f ↦ t f. Inside a commutator I write t for M(t). For functions a and f the Leibniz rule gives

Dᵢ(a f) = a Dᵢf + (Dᵢa) f,

and applying Dᵢ once more gives

Dᵢ²(a f) = a Dᵢ²f + 2 (Dᵢa)(Dᵢf) + (Dᵢ²a) f.

Summing over i,

T(a f) = a Tf + 2 Σᵢ (Dᵢa)(Dᵢf) + (Ta) f.

Put a = t and subtract t Tf:

[T, t] f = Σᵢ ( 2 (Dᵢt) Dᵢf + (Dᵢ²t) f ).

Now take two functions s and t. In [T, s] the term (Ts) is a multiplication and commutes with M(t), so only the first-order term contributes:

[[T, s], t] f = 2 Σᵢ (Dᵢs) ( Dᵢ(t f) − t Dᵢf ) = 2 Σᵢ (Dᵢs)(Dᵢt) f.

At s = t this is multiplication by 2 Σᵢ (Dᵢt)², and a multiplication commutes with M(t), so [[[T, t], t], t] = 0. For H = c T + M(V), with a constant c and a potential V, the term M(V) commutes with M(t), so [H, t] = c [T, t], and all higher commutators carry the same factor c. The steps used linearity, the Leibniz rule and the commutativity of products of functions, and nothing else.

**Q.** Then show me the objects. What is a wavefunction in the file?

**A.** An element of `A`, a commutative ring that is an algebra over a commutative ring `R` of scalars. Think of `R` as ℝ or ℂ and of `A` as smooth functions on configuration space. The same `A` holds t and V. The finite type `ι` labels the coordinates, 3N of them for N electrons.

In Lean 4 with Mathlib:

```lean
import Mathlib

open Finset

namespace Transcorrelated

noncomputable section

variable {R A ι : Type*} [CommRing R] [CommRing A] [Algebra R A] [Fintype ι]
```

Operators are elements of `Module.End R A`, the `R`-linear maps from `A` to itself, where `*` is composition with the right factor acting first. `mulOp R t` is M(t).

```lean
/-- The operator of multiplication by the function `t`. -/
def mulOp (R : Type*) [CommRing R] [Algebra R A] (t : A) : Module.End R A :=
  LinearMap.mulLeft R t
```

A `Derivation R A A` is an `R`-linear map from `A` to `A` that obeys the Leibniz rule, and `derOp` views it as an operator. `lap D` is T for a family `D` indexed by `ι`. The Dᵢ are not assumed to commute, and no step ever forms DᵢDⱼ with i ≠ j.

```lean
/-- A derivation regarded as a linear operator on functions. -/
def derOp (D : Derivation R A A) : Module.End R A := D.toLinearMap

/-- The Laplace-type operator `T = ∑ᵢ Dᵢ²`. -/
def lap (D : ι → Derivation R A A) : Module.End R A := ∑ i, derOp (D i) * derOp (D i)
```

`ham c D V` is H. The sign of the kinetic energy sits in `c`, which is −½ in atomic units. There is one `c` for all coordinates, as for particles of equal mass.

```lean
/-- The Hamiltonian `H = c T + V` with kinetic prefactor `c` and multiplicative potential `V`. -/
def ham (c : R) (D : ι → Derivation R A A) (V : A) : Module.End R A :=
  c • lap D + mulOp R V
```

`comm X Y` is XY − YX, and `nested X Y n` adds Y on the right n times, so that order 0 is X, order 1 is [X, Y] and order 2 is [[X, Y], Y].

```lean
/-- The commutator `[X, Y] = X Y - Y X` of two operators. -/
def comm (X Y : Module.End R A) : Module.End R A := X * Y - Y * X

/-- The `n`-fold nested commutator `[⋯[[X, Y], Y], …, Y]`. -/
def nested (X Y : Module.End R A) : ℕ → Module.End R A
  | 0 => X
  | n + 1 => comm (nested X Y n) Y
```

**Q.** Square-integrable functions do not form a ring, and my t has a cusp in the interelectronic distance r₁₂. Every element of your `A` can be differentiated any number of times.

**A.** Both points are right, and they fix how the statement has to be read. It is an identity between differential operators, with no inner product, no domain, no boundary condition, no spin and no antisymmetry. It says nothing on Hermiticity or on spectra. The natural home for r₁₂ and for the Coulomb potential is the ring of smooth functions on configuration space with the coalescence points removed; the file does not build that ring, so applying the theorems to it is our reading and not one of the proved statements. Whatever is concentrated at the removed points is invisible there. In one dimension the second derivative of |x| contains a delta function at x = 0, which such a ring does not see.

**Q.** Accepted. How does the proof follow your derivation?

**A.** `lap_apply` evaluates T on a function as Σᵢ Dᵢ(Dᵢf).

```lean
/-- `T` acts on a function as the sum of its second derivatives `Dᵢ Dᵢ f`. -/
theorem lap_apply (D : ι → Derivation R A A) (f : A) : lap D f = ∑ i, D i (D i f) := by
  unfold lap
  rw [LinearMap.sum_apply]
  rfl
```

`lap_mul` is the product rule for T. The first `simp only` gathers both sides into one sum over i, `Finset.sum_congr` passes to a single term, `Derivation.leibniz` expands Dᵢ(Dᵢ(a f)) into four products, and `ring` merges the two cross terms into the factor 2.

```lean
/-- Product rule for `T`: `T (a f) = a T f + 2 ∑ᵢ (Dᵢ a)(Dᵢ f) + (T a) f`. -/
theorem lap_mul (D : ι → Derivation R A A) (a f : A) :
    lap D (a * f) = a * lap D f + 2 * ∑ i, D i a * D i f + lap D a * f := by
  simp only [lap_apply, Finset.mul_sum, Finset.sum_mul, ← Finset.sum_add_distrib]
  refine Finset.sum_congr rfl fun i _ => ?_
  -- the Leibniz rule, applied twice
  simp only [Derivation.leibniz, map_add, smul_eq_mul]
  ring
```

`comm_comm_lap` is the double commutator with two functions s and t. `LinearMap.ext` applies both sides to a function f, and `change` displays the four terms of the nested commutator. The proof uses `lap_mul` with a = s on t f and on f. The terms with T(t f), with Tf and with Ts then cancel, and what remains is handled by `h`, the Leibniz rule for Dᵢ(t f) inside the first-order sum.

```lean
/-- The mixed double commutator `[[T, s], t]` is multiplication by `2 ∑ᵢ (Dᵢ s)(Dᵢ t)`. -/
theorem comm_comm_lap (D : ι → Derivation R A A) (s t : A) :
    comm (comm (lap D) (mulOp R s)) (mulOp R t) = mulOp R (2 * ∑ i, D i s * D i t) := by
  refine LinearMap.ext fun f => ?_
  change (lap D (s * (t * f)) - s * lap D (t * f)) - t * (lap D (s * f) - s * lap D f)
    = (2 * ∑ i, D i s * D i t) * f
  -- only the first-order part of `[T, s]` fails to commute with `t`
  have h : ∑ i, D i s * D i (t * f)
      = t * ∑ i, D i s * D i f + (∑ i, D i s * D i t) * f := by
    rw [Finset.mul_sum, Finset.sum_mul, ← Finset.sum_add_distrib]
    refine Finset.sum_congr rfl fun i _ => ?_
    simp only [Derivation.leibniz, smul_eq_mul]
    ring
  rw [lap_mul D s (t * f), lap_mul D s f, h]
  ring
```

`lap_commutators` states the three results together, for every family `D` and every `t`, as equalities of operators. The first part is `lap_mul` at a = t with t Tf subtracted. The second is `comm_comm_lap` at s = t. The third replaces the inner double commutator by the multiplication operator and lets `ring` commute two factors in `A`.

```lean
/-- The commutators of `T = ∑ᵢ Dᵢ²` with multiplication by `t`:
`[T, t] = ∑ᵢ (2 (Dᵢ t) Dᵢ + Dᵢ² t)`, `[[T, t], t]` is multiplication by `2 ∑ᵢ (Dᵢ t)²`,
and `[[[T, t], t], t] = 0`. -/
theorem lap_commutators (D : ι → Derivation R A A) (t : A) :
    comm (lap D) (mulOp R t)
        = ∑ i, (mulOp R (2 * D i t) * derOp (D i) + mulOp R (D i (D i t))) ∧
    comm (comm (lap D) (mulOp R t)) (mulOp R t) = mulOp R (2 * ∑ i, D i t ^ 2) ∧
    comm (comm (comm (lap D) (mulOp R t)) (mulOp R t)) (mulOp R t) = 0 := by
  refine ⟨LinearMap.ext fun f => ?_, ?_, ?_⟩
  · rw [LinearMap.sum_apply]
    change lap D (t * f) - t * lap D f = ∑ i, (2 * D i t * D i f + D i (D i t) * f)
    rw [lap_mul, lap_apply D t, Finset.sum_add_distrib, ← Finset.sum_mul]
    simp only [mul_assoc, ← Finset.mul_sum]
    ring
  · rw [comm_comm_lap]
    simp only [sq]
  · -- two multiplication operators commute
    rw [comm_comm_lap]
    refine LinearMap.ext fun f => ?_
    change (2 * ∑ i, D i t * D i t) * (t * f) - t * ((2 * ∑ i, D i t * D i t) * f) = 0
    ring
```

**Q.** The formula [T, t] = Σᵢ (2 (Dᵢt) Dᵢ + Dᵢ²t) is ambiguous on paper. Which reading is proved?

**A.** The ambiguity is a real source of error. Dᵢ²t can be read as the operator product Dᵢ² M(t), and then the formula is false. It means multiplication by the function Dᵢ(Dᵢt), and the statement says so: the term is `mulOp R (D i (D i t))`, and the other is `mulOp R (2 * D i t) * derOp (D i)`, which differentiates first and multiplies afterwards. With one coordinate x, D = d/dx and t = x², the correct commutator is 4x D + 2. The wrong reading would put x² D² + 4x D + 2 in place of the constant 2 and leave a second-order operator.

**Q.** So far this is T. Where does the potential go?

**A.** `comm_smul` pulls the constant c out of the first slot of a commutator.

```lean
/-- A scalar factor in the first slot can be pulled out of a commutator. -/
theorem comm_smul (c : R) (X Y : Module.End R A) : comm (c • X) Y = c • comm X Y := by
  unfold comm
  rw [smul_mul_assoc, mul_smul_comm, smul_sub]
```

`comm_ham` is [H, t] = c [T, t]. On a function f the potential contributes V (t f) − t (V f), which `ring` cancels. This is where V has to be an element of `A` acting by multiplication; a nonlocal pseudopotential or an exchange operator is not of the form `mulOp R V`.

```lean
/-- The potential drops out of the commutator with `t`: `[c T + V, t] = c [T, t]`. -/
theorem comm_ham (c : R) (D : ι → Derivation R A A) (V t : A) :
    comm (ham c D V) (mulOp R t) = c • comm (lap D) (mulOp R t) := by
  refine LinearMap.ext fun f => ?_
  change (c • lap D (t * f) + V * (t * f)) - t * (c • lap D f + V * f)
    = c • (lap D (t * f) - t * lap D f)
  simp only [Algebra.smul_def]
  ring
```

`nested_ham_eq_zero` says that the nested commutator of H with t vanishes for every order n with `3 ≤ n`. The induction starts at n = 3, where `comm_ham` and two uses of `comm_smul` give c times the third commutator of T. The step is that the commutator of zero with anything is zero.

```lean
/-- Every nested commutator of `H = c T + V` with `t` of order three or more vanishes. -/
theorem nested_ham_eq_zero (c : R) (D : ι → Derivation R A A) (V t : A) (n : ℕ)
    (hn : 3 ≤ n) : nested (ham c D V) (mulOp R t) n = 0 := by
  induction n, hn using Nat.le_induction with
  | base =>
    change comm (comm (comm (ham c D V) (mulOp R t)) (mulOp R t)) (mulOp R t) = 0
    rw [comm_ham, comm_smul, comm_smul, (lap_commutators D t).2.2, smul_zero]
  | succ n _ ih =>
    change comm (nested (ham c D V) (mulOp R t) n) (mulOp R t) = 0
    rw [ih]
    simp [comm]
```

**Q.** Here is my main doubt. I justify stopping by the Baker–Campbell–Hausdorff expansion of exp(−t) H exp(t), whose n-th term is the nested commutator divided by n!. A general commutative ring comes with no exponential and no infinite sums. Vanishing terms of a series that is not in the file tell me nothing about the transformed Hamiltonian.

**A.** The general expansion is neither proved nor used. The conjugation is computed directly, from the two properties of exp(t) that matter. Let J be a function with an inverse J′ and with DᵢJ = (Dᵢt) J for all i. Differentiating again,

Dᵢ²J = (Dᵢ²t) J + (Dᵢt)(DᵢJ) = J ( Dᵢ²t + (Dᵢt)² ).

The product rule for T with a = J then gives

T(J f) = J ( Tf + 2 Σᵢ (Dᵢt)(Dᵢf) + (Tt) f + Σᵢ (Dᵢt)² f ).

Multiply by c, add V J f, and multiply by J′:

J′ H (J f) = H f + c ( 2 Σᵢ (Dᵢt)(Dᵢf) + (Tt) f ) + c Σᵢ (Dᵢt)² f.

The middle term is [H, t] f, and the last is half of [[H, t], t] f = 2c Σᵢ (Dᵢt)² f. With c = −½ these are the terms −∇t·∇ − ½ ∇²t and −½ (∇t)² that you wrote.

In `transcorrelated_ham` the hypothesis `hJ` is J′J = 1, which is a two-sided inverse because `A` is commutative, and `hD` is the differential equation for J. Both are assumed: the theorem does not produce J from t. `Invertible (2 : R)` supplies ½ as `⅟(2 : R)`; the commutator theorems above did not need it. The conclusion has J′ on the left and J on the right, matching Ψ = J Φ.

```lean
/-- Transcorrelated Hamiltonian: if `J` has inverse `J'` and obeys `Dᵢ J = (Dᵢ t) J`
for all `i`, then `J' H J = H + [H, t] + ½ [[H, t], t]`. -/
theorem transcorrelated_ham [Invertible (2 : R)] (c : R) (D : ι → Derivation R A A)
    (V t J J' : A) (hJ : J' * J = 1) (hD : ∀ i, D i J = D i t * J) :
    mulOp R J' * ham c D V * mulOp R J
      = ham c D V + comm (ham c D V) (mulOp R t)
        + ⅟(2 : R) • comm (comm (ham c D V) (mulOp R t)) (mulOp R t) := by
  rw [comm_ham, comm_smul, comm_comm_lap]
  refine LinearMap.ext fun f => ?_
  change J' * (c • lap D (J * f) + V * (J * f))
    = (c • lap D f + V * f) + c • (lap D (t * f) - t * lap D f)
      + ⅟(2 : R) • c • ((2 * ∑ i, D i t * D i t) * f)
  -- first and second derivatives of the factor `J`
  have h1 : ∑ i, D i J * D i f = J * ∑ i, D i t * D i f := by
    rw [Finset.mul_sum]
    refine Finset.sum_congr rfl fun i _ => ?_
    rw [hD i]
    ring
  have h2 : lap D J = J * (lap D t + ∑ i, D i t * D i t) := by
    rw [lap_apply D J, lap_apply D t, ← Finset.sum_add_distrib, Finset.mul_sum]
    refine Finset.sum_congr rfl fun i _ => ?_
    rw [hD i, Derivation.leibniz, hD i]
    simp only [smul_eq_mul]
    ring
  have h3 : algebraMap R A (⅟(2 : R)) * 2 = 1 := by
    have h := congrArg (algebraMap R A) (invOf_mul_self (2 : R))
    rwa [map_mul, map_ofNat, map_one] at h
  rw [lap_mul D J f, lap_mul D t f, h1, h2]
  simp only [Algebra.smul_def]
  linear_combination
    (algebraMap R A c * (lap D f + 2 * (∑ i, D i t * D i f)
      + (lap D t + ∑ i, D i t * D i t) * f) + V * f) * hJ
    - algebraMap R A c * (∑ i, D i t * D i t) * f * h3
```

The opening `rw` puts the last term into the form of c times a multiplication. Then `h1` rewrites the cross term with `hD`, `h2` is the summed formula for Dᵢ²J, and `h3` carries ½ · 2 = 1 from `R` into `A`. After `lap_mul` is used for J f and t f, `linear_combination` checks that the difference of the two sides is a multiple of J′J − 1 minus a multiple of ½ · 2 − 1. For a local potential and a correlation factor that is a function of the coordinates, this is the exact finite form of the operator from which a transcorrelated calculation starts, before any approximation to its terms, away from the points where t or V is singular.

**Q.** If J is only assumed, the theorem could be about t = 0 and J = 1 alone.

**A.** `transcorrelated_ham_witness` gives a case with a nonzero gradient. Take `R` = ℚ, `A` the formal power series in one variable x, D = d/dx, t = x and J = exp x. `PowerSeries.evalNegHom` substitutes −x for x, so J′ = exp(−x). The three parts state J′J = 1, DJ = (Dt) J and Dt = 1; the first two have the form of `hJ` and `hD` for a single derivation. The first comes from `PowerSeries.exp_mul_exp_neg_eq_one` and the second from `PowerSeries.derivative_exp` once Dt is replaced by 1.

```lean
/-- For rational power series with `D = d/dx` and `t = x`, the series `J = exp x` has inverse
`exp (-x)` and obeys `D J = (D t) J`, with `D t = 1`. -/
theorem transcorrelated_ham_witness :
    PowerSeries.evalNegHom (PowerSeries.exp ℚ) * PowerSeries.exp ℚ = 1 ∧
    PowerSeries.derivative ℚ (PowerSeries.exp ℚ)
      = PowerSeries.derivative ℚ (PowerSeries.X : PowerSeries ℚ) * PowerSeries.exp ℚ ∧
    PowerSeries.derivative ℚ (PowerSeries.X : PowerSeries ℚ) = 1 := by
  have hX : PowerSeries.derivative ℚ (PowerSeries.X : PowerSeries ℚ) = 1 := by simp
  refine ⟨?_, ?_, hX⟩
  · rw [mul_comm]
    exact PowerSeries.exp_mul_exp_neg_eq_one
  · rw [hX, one_mul]
    exact PowerSeries.derivative_exp ℚ
```

In this case the formulas can be read off by inspection: [D², x] = 2D and [[D², x], x] = 2, so the three terms for c = 1 and V = 0 add up to D² + 2D + 1 = (D + 1)², which is what conjugating D² by exp x should give. The theorems on T and H also allow an empty `ι`. Then T = 0, every commutator with t vanishes, `hD` is empty, and the last identity reduces to J′ V J = V.

**Q.** Could the double commutator already vanish in general, so that the series is shorter than claimed?

**A.** `comm_comm_lap_ne_zero` excludes that. For polynomials over ℚ in variables indexed by `ι`, with `MvPolynomial.pderiv` as the derivations and t = xⱼ for any index j, it states that [[T, xⱼ], xⱼ] is not the zero operator. Since an index j is given, there is at least one coordinate. The statement concerns T and the commutator only; no factor J appears in it. The proof assumes that the operator is zero and rewrites it with `comm_comm_lap`. In `hs` the sum Σᵢ (Dᵢxⱼ)² keeps only the term i = j and equals 1. Applying the operator to the polynomial 1 gives 2 = 0 among polynomials, and taking the constant coefficient moves this to ℚ, where it is false.

```lean
/-- For rational polynomials in several variables with the partial derivatives, the double
commutator `[[T, xⱼ], xⱼ]` is not zero. -/
theorem comm_comm_lap_ne_zero (j : ι) :
    comm (comm (lap fun i : ι => MvPolynomial.pderiv (R := ℚ) i)
      (mulOp ℚ (MvPolynomial.X j))) (mulOp ℚ (MvPolynomial.X j)) ≠ 0 := by
  intro h
  rw [comm_comm_lap] at h
  -- the squared gradient of a coordinate is one
  have hs : ∑ i : ι, MvPolynomial.pderiv (R := ℚ) i (MvPolynomial.X j)
      * MvPolynomial.pderiv (R := ℚ) i (MvPolynomial.X j) = 1 := by
    rw [Finset.sum_eq_single j]
    · rw [MvPolynomial.pderiv_X_self, one_mul]
    · intro i _ hij
      rw [MvPolynomial.pderiv_X_of_ne (Ne.symm hij), zero_mul]
    · intro hj
      exact absurd (Finset.mem_univ j) hj
  have h1 : (2 * ∑ i : ι, MvPolynomial.pderiv (R := ℚ) i (MvPolynomial.X j)
      * MvPolynomial.pderiv (R := ℚ) i (MvPolynomial.X j)) * 1 = 0 :=
    LinearMap.congr_fun h 1
  rw [hs, mul_one, mul_one] at h1
  have h2 := congrArg (MvPolynomial.constantCoeff : MvPolynomial ι ℚ →+* ℚ) h1
  rw [map_ofNat, map_zero] at h2
  exact two_ne_zero h2

end

end Transcorrelated
```

```lean
#print axioms Transcorrelated.nested_ham_eq_zero
#print axioms Transcorrelated.transcorrelated_ham
#print axioms Transcorrelated.comm_comm_lap_ne_zero
```

```
'Transcorrelated.nested_ham_eq_zero' depends on axioms: [propext, Classical.choice, Quot.sound]
'Transcorrelated.transcorrelated_ham' depends on axioms: [propext, Classical.choice, Quot.sound]
'Transcorrelated.comm_comm_lap_ne_zero' depends on axioms: [propext, Classical.choice, Quot.sound]
```
